# INEPT transfer from in-phase to antiphase magnetisation for two weakly coupled spins 1/2

A strongly polarised spin $I$ is coupled to a weakly polarised spin $S$, and its transverse magnetisation $I_x$ is to be passed on to $S$. How much arrives after an echo and a 90° pulse, and does it depend on the offsets? Here $I_x$ is a term of the density operator, and a step with propagator $U$ takes it to $UI_xU^\dagger$. What arrives is antiphase magnetisation, proportional to $2I_zS_y$: this is $S_y$ with opposite signs for $I$ up and $I$ down, so its net $S$ magnetisation is zero. For ideal pulses and no relaxation, the answer below shows which delays give complete transfer and gives a reference value for spin-dynamics simulations.

```lean
import Mathlib

open Matrix Complex
open scoped Kronecker Real

namespace IneptTransfer

noncomputable section
```

Mathlib is loaded. In code, `I` is the imaginary unit; spin $I$ appears through `onI`.

```lean
/-- Operators on the state space of two spins 1/2. -/
abbrev TwoSpin := Matrix (Fin 2 × Fin 2) (Fin 2 × Fin 2) ℂ
```

Operators are complex $4\times4$ matrices, indexed by pairs of one-spin states.

```lean
/-- The x component of a spin 1/2. -/
def sx : Matrix (Fin 2) (Fin 2) ℂ := !![0, 1/2; 1/2, 0]
```

This is $s_x$, with $\hbar=1$.

```lean
/-- The y component of a spin 1/2. -/
def sy : Matrix (Fin 2) (Fin 2) ℂ := !![0, -(I/2); I/2, 0]
```

This is $s_y$.

```lean
/-- The z component of a spin 1/2. -/
def sz : Matrix (Fin 2) (Fin 2) ℂ := !![1/2, 0; 0, -(1/2)]
```

This is $s_z$; index 0 is spin up.

```lean
/-- A one-spin operator acting on spin I. -/
def onI (A : Matrix (Fin 2) (Fin 2) ℂ) : TwoSpin := A ⊗ₖ 1
```

$I_k=s_k\otimes1$.

```lean
/-- A one-spin operator acting on spin S. -/
def onS (A : Matrix (Fin 2) (Fin 2) ℂ) : TwoSpin := 1 ⊗ₖ A
```

$S_k=1\otimes s_k$.

```lean
/-- Evolution under the weak coupling, `exp(-2i a IzSz)`. -/
def coupling (a : ℝ) : TwoSpin :=
  NormedSpace.exp ((-2 * I * (a : ℂ)) • (onI sz * onS sz))
```

$W=e^{-2iaI_zS_z}$, a true matrix exponential.

```lean
/-- A pulse of angle `θ` about x on both spins, `exp(-iθ(Ix + Sx))`. -/
def pulse (θ : ℝ) : TwoSpin :=
  NormedSpace.exp ((-I * (θ : ℂ)) • (onI sx + onS sx))
```

$e^{-i\theta(I_x+S_x)}$ is an ideal pulse: offsets and coupling are ignored while it acts. Write $V$ for $\theta=\pi/2$ and $\Pi$ for $\theta=\pi$.

```lean
/-- Free precession for a time `τ` with offsets `ωI`, `ωS` and coupling constant `J`. -/
def free (ωI ωS J τ : ℝ) : TwoSpin :=
  NormedSpace.exp ((-I * (τ : ℂ)) • ((ωI : ℂ) • onI sz + (ωS : ℂ) • onS sz
    + (2 * (π : ℂ) * (J : ℂ)) • (onI sz * onS sz)))
```

Free precession is $e^X$ with $X=-i\tau(\omega_II_z+\omega_SS_z+2\pi JI_zS_z)$. Offsets are angular frequencies, each measured in the rotating frame of its own spin, and $J$ is in hertz. The coupling is weak: the Larmor frequencies of the two spins differ by much more than $|J|$, so only the $I_zS_z$ term is kept.

```lean
/-- The INEPT block: delay, 180° pulse, delay, 90° pulse, with both pulses on both spins. -/
def inept (ωI ωS J τ : ℝ) : TwoSpin :=
  pulse (π / 2) * (free ωI ωS J τ * pulse π * free ωI ωS J τ)
```

The block is $Ve^X\Pi e^X$, with the earliest event on the right. The pulse that creates $I_x$ is not included.

```lean
/-- The rotation of one spin 1/2 by the angle `θ` about x. -/
def xRot (θ : ℝ) : Matrix (Fin 2) (Fin 2) ℂ :=
  (Real.cos (θ / 2) : ℂ) • 1 + (-2 * I * (Real.sin (θ / 2) : ℂ)) • sx
```

$R(\theta)=\cos(\theta/2)-2i\sin(\theta/2)\,s_x$.

## Rotations from exponentials

```lean
/-- Products of the components of a spin 1/2. -/
theorem spin_products :
    sz * sx = (I/2) • sy ∧ sx * sz = (-(I/2)) • sy ∧ sy * sz = (I/2) • sx ∧
    sz * sz = (1/4 : ℂ) • 1 ∧ sx * sx = (1/4 : ℂ) • 1 ∧
    sx * sy * sx = (-(1/4) : ℂ) • sy ∧ sx * sz * sx = (-(1/4) : ℂ) • sz := by
  refine ⟨?_, ?_, ?_, ?_, ?_, ?_, ?_⟩ <;> ext i j <;> fin_cases i <;> fin_cases j <;>
    apply Complex.ext <;> norm_num [sx, sy, sz, Matrix.mul_apply, Fin.sum_univ_two]
```

These are the spin-1/2 products, such as $s_zs_x=\tfrac i2s_y$. What follows `by` is the proof, here a check of every matrix entry.

```lean
/-- If `P² = 1`, then `exp(-iθP) = cos θ - i sin θ P`. -/
theorem exp_involution {n : Type*} [Fintype n] [DecidableEq n] (P : Matrix n n ℂ)
    (hP : P * P = 1) (θ : ℝ) : NormedSpace.exp ((θ : ℂ) • ((-I) • P)) =
      (Real.cos θ : ℂ) • (1 : Matrix n n ℂ) - (I * (Real.sin θ : ℂ)) • P := by
  let : NormedRing (Matrix n n ℂ) := Matrix.linftyOpNormedRing
  let : NormedAlgebra ℂ (Matrix n n ℂ) := Matrix.linftyOpNormedAlgebra
  -- the exponential times the inverse rotation has zero derivative
  have hD : ∀ t : ℂ, HasDerivAt (fun u : ℂ => NormedSpace.exp (u • ((-I) • P)) *
      (Complex.cos u • (1 : Matrix n n ℂ) + (I * Complex.sin u) • P)) 0 t := by
    intro t
    have hC := ((Complex.hasDerivAt_cos t).smul_const (1 : Matrix n n ℂ)).fun_add
      (((Complex.hasDerivAt_sin t).const_mul I).smul_const P)
    refine ((hasDerivAt_exp_smul_const ((-I) • P) t).fun_mul hC).congr_deriv ?_
    have h0 : ((-I) • P) * (Complex.cos t • (1 : Matrix n n ℂ) + (I * Complex.sin t) • P)
        + ((-Complex.sin t) • (1 : Matrix n n ℂ) + (I * Complex.cos t) • P) = 0 := by
      rw [mul_add, smul_mul_assoc, smul_mul_assoc, mul_smul_comm, mul_smul_comm, mul_one,
        hP, smul_smul (-I) (I * Complex.sin t),
        show -I * (I * Complex.sin t) = Complex.sin t by
          linear_combination (-Complex.sin t) * I_mul_I]
      module
    rw [mul_assoc, ← mul_add, h0, mul_zero]
  have h1 := is_const_of_deriv_eq_zero (fun t => (hD t).differentiableAt)
    (fun t => (hD t).deriv) (θ : ℂ) 0
  simp only [zero_smul, NormedSpace.exp_zero, Complex.cos_zero, Complex.sin_zero, mul_zero,
    one_smul, add_zero, mul_one] at h1
  have h2 : (Complex.cos θ • (1 : Matrix n n ℂ) + (I * Complex.sin θ) • P) *
      (Complex.cos θ • (1 : Matrix n n ℂ) - (I * Complex.sin θ) • P) = 1 := by
    have h3 : (Complex.cos θ • (1 : Matrix n n ℂ) + (I * Complex.sin θ) • P) *
        (Complex.cos θ • (1 : Matrix n n ℂ) - (I * Complex.sin θ) • P) =
        (Complex.cos θ ^ 2) • (1 : Matrix n n ℂ) - ((I * Complex.sin θ) ^ 2) • (P * P) := by
      simp only [add_mul, mul_sub, smul_mul_assoc, mul_smul_comm, one_mul, mul_one]
      module
    rw [h3, hP, ← sub_smul, show Complex.cos θ ^ 2 - (I * Complex.sin θ) ^ 2 = 1 by
      linear_combination Complex.sin_sq_add_cos_sq (θ : ℂ) - Complex.sin θ ^ 2 * I_mul_I,
      one_smul]
  rw [Complex.ofReal_cos, Complex.ofReal_sin]
  exact left_inv_eq_right_inv h1 h2
```

If $P^2=1$, then $e^{-i\theta P}=\cos\theta-i\sin\theta\,P$. Differentiating $e^{-iuP}(\cos u+i\sin u\,P)$ gives
$$e^{-iuP}\left[-iP\cos u+\sin u-\sin u+iP\cos u\right]=0,$$
so the product keeps its value 1 at $u=0$ (`h1`). Since $(\cos\theta+i\sin\theta P)(\cos\theta-i\sin\theta P)=1$ (`h2`), the two inverses agree.

```lean
/-- Coupling evolution turns in-phase `Ix` into `cos a Ix + sin a 2IySz`. -/
theorem coupling_evolution (a : ℝ) : coupling a * onI sx * (coupling a)ᴴ =
    (Real.cos a : ℂ) • onI sx + (Real.sin a : ℂ) • ((2 : ℂ) • (onI sy * onS sz)) := by
  obtain ⟨hzx, hxz, hyz, hzz, -, -, -⟩ := spin_products
  have key : ∀ P X K : TwoSpin, P * X = (2 * I) • K → X * P = (-2 * I) • K →
      K * P = (I/2) • X → ∀ c s : ℂ,
      (c • (1 : TwoSpin) - (I * s) • P) * X * (c • (1 : TwoSpin) + (I * s) • P) =
      (c * c - s * s) • X + (s * c + c * s) • ((2 : ℂ) • K) := by
    intro P X K hPX hXP hKP c s
    have e1 : (c • (1 : TwoSpin) - (I * s) • P) * X = c • X + (2 * s) • K := by
      rw [sub_mul, smul_mul_assoc, smul_mul_assoc, one_mul, hPX, smul_smul,
        show I * s * (2 * I) = -(2 * s) by linear_combination (2 * s) * I_mul_I]
      module
    have e2 : X * (c • (1 : TwoSpin) + (I * s) • P) = c • X + (2 * s) • K := by
      rw [mul_add, mul_smul_comm, mul_smul_comm, mul_one, hXP, smul_smul,
        show I * s * (-2 * I) = 2 * s by linear_combination (-2 * s) * I_mul_I]
    have e3 : K * (c • (1 : TwoSpin) + (I * s) • P) = c • K + (-(s/2)) • X := by
      rw [mul_add, mul_smul_comm, mul_smul_comm, mul_one, hKP, smul_smul,
        show I * s * (I/2) = -(s/2) by linear_combination (s/2) * I_mul_I]
    rw [e1, add_mul, smul_mul_assoc, smul_mul_assoc, e2, e3]
    module
  have hPP : ((4 : ℂ) • (sz ⊗ₖ sz)) * ((4 : ℂ) • (sz ⊗ₖ sz)) = 1 := by
    simp only [smul_mul_assoc, mul_smul_comm, ← mul_kronecker_mul, hzz, smul_kronecker,
      kronecker_smul, one_kronecker_one]
    module
  have hW : coupling a = (Real.cos (a/2) : ℂ) • (1 : TwoSpin)
      - (I * (Real.sin (a/2) : ℂ)) • ((4 : ℂ) • (sz ⊗ₖ sz)) := by
    rw [← exp_involution _ hPP (a/2), coupling]
    congr 1
    simp only [onI, onS, ← mul_kronecker_mul, mul_one, one_mul]
    push_cast
    module
  have hz : szᴴ = sz := by
    ext i j; fin_cases i <;> fin_cases j <;> simp [sz]
  have hWH : (coupling a)ᴴ = (Real.cos (a/2) : ℂ) • (1 : TwoSpin)
      + (I * (Real.sin (a/2) : ℂ)) • ((4 : ℂ) • (sz ⊗ₖ sz)) := by
    rw [hW]
    generalize Real.cos (a/2) = c
    generalize Real.sin (a/2) = s
    have h1 : star (c : ℂ) = c := Complex.conj_ofReal c
    have h2 : star (I * (s : ℂ)) = -(I * s) := Complex.ext (by simp) (by simp)
    have h4 : star (4 : ℂ) = 4 := by simp
    rw [conjTranspose_sub, conjTranspose_smul, conjTranspose_smul, conjTranspose_smul,
      conjTranspose_one, conjTranspose_kronecker, hz, h1, h2, h4]
    module
  have hc : Real.cos a = Real.cos (a/2) * Real.cos (a/2) - Real.sin (a/2) * Real.sin (a/2) := by
    rw [← Real.cos_add, add_halves]
  have hs : Real.sin a = Real.sin (a/2) * Real.cos (a/2) + Real.cos (a/2) * Real.sin (a/2) := by
    rw [← Real.sin_add, add_halves]
  rw [hWH, hW, hc, hs, Complex.ofReal_sub, Complex.ofReal_add]
  simp only [Complex.ofReal_mul]
  apply key <;> simp only [onI, onS, smul_mul_assoc, mul_smul_comm, ← mul_kronecker_mul,
    mul_one, one_mul, hzx, hxz, hyz, hzz, smul_kronecker, kronecker_smul] <;> module
```

$WI_xW^\dagger=\cos a\,I_x+\sin a\,2I_yS_z$; Lean writes † as `ᴴ`. Put $P=4I_zS_z$, $K=I_yS_z$, $c=\cos(a/2)$, $s=\sin(a/2)$. Then $P^2=1$ and $W=c-isP$. From $PI_x=2iK$, $I_xP=-2iK$ and $KP=\tfrac i2I_x$,
$$WI_xW^\dagger=(cI_x+2sK)(c+isP)=(c^2-s^2)I_x+4scK.$$
This is `key`; the double-angle formulas finish.

```lean
/-- A pulse on both spins is the product of equal rotations of each spin. -/
theorem pulse_eq (θ : ℝ) : pulse θ = xRot θ ⊗ₖ xRot θ := by
  obtain ⟨-, -, -, -, hxx, -, -⟩ := spin_products
  have hI : NormedSpace.exp ((-I * (θ : ℂ)) • onI sx) = xRot θ ⊗ₖ 1 := by
    have h := exp_involution ((2 : ℂ) • onI sx) (by
      simp only [onI, smul_mul_assoc, mul_smul_comm, ← mul_kronecker_mul, hxx, mul_one,
        smul_kronecker, one_kronecker_one]
      module) (θ/2)
    rw [show (-I * (θ : ℂ)) • onI sx = ((θ/2 : ℝ) : ℂ) • ((-I) • ((2 : ℂ) • onI sx)) by
      push_cast; module, h, xRot, add_kronecker, smul_kronecker, smul_kronecker,
      one_kronecker_one, onI]
    module
  have hS : NormedSpace.exp ((-I * (θ : ℂ)) • onS sx) = 1 ⊗ₖ xRot θ := by
    have h := exp_involution ((2 : ℂ) • onS sx) (by
      simp only [onS, smul_mul_assoc, mul_smul_comm, ← mul_kronecker_mul, hxx, mul_one,
        kronecker_smul, one_kronecker_one]
      module) (θ/2)
    rw [show (-I * (θ : ℂ)) • onS sx = ((θ/2 : ℝ) : ℂ) • ((-I) • ((2 : ℂ) • onS sx)) by
      push_cast; module, h, xRot, kronecker_add, kronecker_smul, kronecker_smul,
      one_kronecker_one, onS]
    module
  have hcomm : Commute (onI sx) (onS sx) := by
    change onI sx * onS sx = onS sx * onI sx
    simp only [onI, onS, ← mul_kronecker_mul, mul_one, one_mul]
  rw [pulse, smul_add, Matrix.exp_add_of_commute _ _ ((hcomm.smul_left _).smul_right _),
    hI, hS, ← mul_kronecker_mul, mul_one, one_mul]
```

The pulse equals $R(\theta)\otimes R(\theta)$: $I_x$ and $S_x$ commute, so the exponential factorises, and $(2I_x)^2=(2S_x)^2=1$ gives each factor.

```lean
/-- The 180° pulse on both spins is Hermitian, squares to one, and conjugates each
spin factor by `sx` up to a number. -/
theorem pulse_pi : (pulse π)ᴴ = pulse π ∧ pulse π * pulse π = 1 ∧
    ∀ A B : Matrix (Fin 2) (Fin 2) ℂ, pulse π * (A ⊗ₖ B) * pulse π =
      (16 : ℂ) • ((sx * A * sx) ⊗ₖ (sx * B * sx)) := by
  obtain ⟨-, -, -, -, hxx, -, -⟩ := spin_products
  have hR : xRot π = (-2 * I) • sx := by
    rw [xRot, Real.cos_pi_div_two, Real.sin_pi_div_two]
    simp
  have hP : pulse π = (-4 : ℂ) • (sx ⊗ₖ sx) := by
    rw [pulse_eq, hR, smul_kronecker, kronecker_smul, smul_smul,
      show -2 * I * (-2 * I) = -4 by linear_combination 4 * I_mul_I]
  have hx : sxᴴ = sx := by
    ext i j; fin_cases i <;> fin_cases j <;> simp [sx]
  rw [hP]
  refine ⟨?_, ?_, fun A B => ?_⟩
  · rw [conjTranspose_smul, conjTranspose_kronecker, hx, show star (-4 : ℂ) = -4 by simp]
  · simp only [smul_mul_assoc, mul_smul_comm, ← mul_kronecker_mul, hxx, smul_kronecker,
      kronecker_smul, one_kronecker_one]
    module
  · simp only [smul_mul_assoc, mul_smul_comm, ← mul_kronecker_mul]
    module
```

$R(\pi)=-2is_x$, hence $\Pi=-4I_xS_x$. It is Hermitian, $\Pi^2=1$, and $\Pi(A\otimes B)\Pi=16\,(s_xAs_x)\otimes(s_xBs_x)$.

## From coupling to the full sequence

```lean
/-- Coupling evolution and a 90° pulse on both spins turn in-phase `Ix` into
`cos a Ix - sin a 2IzSy`. -/
theorem inept_transfer (a : ℝ) :
    pulse (π/2) * coupling a * onI sx * (coupling a)ᴴ * (pulse (π/2))ᴴ =
    (Real.cos a : ℂ) • onI sx - (Real.sin a : ℂ) • ((2 : ℂ) • (onI sz * onS sy)) := by
  obtain ⟨M, hM⟩ : ∃ M : Matrix (Fin 2) (Fin 2) ℂ, M = !![1, -I; -I, 1] := ⟨_, rfl⟩
  obtain ⟨N, hN⟩ : ∃ N : Matrix (Fin 2) (Fin 2) ℂ, N = !![1, I; I, 1] := ⟨_, rfl⟩
  have hMN : Mᴴ = N := by
    ext i j; fin_cases i <;> fin_cases j <;> simp [hM, hN]
  -- the 90° rotation of a single spin, up to normalisation
  have hf : M * sx * N = (2 : ℂ) • sx ∧ M * 1 * N = (2 : ℂ) • 1 ∧
      M * sy * N = (2 : ℂ) • sz ∧ M * sz * N = (-2 : ℂ) • sy ∧ 1 + (-2 * I) • sx = M := by
    refine ⟨?_, ?_, ?_, ?_, ?_⟩ <;> ext i j <;> fin_cases i <;> fin_cases j <;>
      apply Complex.ext <;>
      norm_num [hM, hN, sx, sy, sz, Matrix.mul_apply, Fin.sum_univ_two]
  obtain ⟨fx, f1, fy, fz, hM1⟩ := hf
  have hr : ((√2/2 : ℝ) : ℂ) * ((√2/2 : ℝ) : ℂ) = 1/2 := by
    have h : √2/2 * (√2/2) = (1/2 : ℝ) := by
      nlinarith [Real.mul_self_sqrt (show (0 : ℝ) ≤ 2 by norm_num)]
    rw [← Complex.ofReal_mul, h]
    norm_num
  have hR : xRot (π/2) = ((√2/2 : ℝ) : ℂ) • M := by
    rw [xRot, show π/2/2 = π/4 by ring, Real.cos_pi_div_four, Real.sin_pi_div_four, ← hM1]
    module
  have hV : pulse (π/2) = (1/2 : ℂ) • (M ⊗ₖ M) := by
    rw [pulse_eq, hR, smul_kronecker, kronecker_smul, smul_smul, hr]
  have hVH : (pulse (π/2))ᴴ = (1/2 : ℂ) • (N ⊗ₖ N) := by
    rw [hV, conjTranspose_smul, conjTranspose_kronecker, hMN,
      show star (1/2 : ℂ) = 1/2 by simp]
  have hc : ∀ A B : Matrix (Fin 2) (Fin 2) ℂ, pulse (π/2) * (A ⊗ₖ B) * (pulse (π/2))ᴴ =
      (1/4 : ℂ) • ((M * A * N) ⊗ₖ (M * B * N)) := by
    intro A B
    rw [hVH, hV]
    simp only [smul_mul_assoc, mul_smul_comm, ← mul_kronecker_mul]
    module
  have h1 : pulse (π/2) * onI sx * (pulse (π/2))ᴴ = onI sx := by
    rw [onI, hc, fx, f1, smul_kronecker, kronecker_smul]
    module
  have h2 : pulse (π/2) * (onI sy * onS sz) * (pulse (π/2))ᴴ = -(onI sz * onS sy) := by
    simp only [onI, onS, ← mul_kronecker_mul, mul_one, one_mul]
    rw [hc, fy, fz, smul_kronecker, kronecker_smul]
    module
  calc _ = pulse (π/2) * (coupling a * onI sx * (coupling a)ᴴ) * (pulse (π/2))ᴴ := by
        simp only [mul_assoc]
    _ = (Real.cos a : ℂ) • (pulse (π/2) * onI sx * (pulse (π/2))ᴴ) + (Real.sin a : ℂ) •
        ((2 : ℂ) • (pulse (π/2) * (onI sy * onS sz) * (pulse (π/2))ᴴ)) := by
        rw [coupling_evolution]
        simp only [mul_add, add_mul, mul_smul_comm, smul_mul_assoc]
    _ = _ := by
        rw [h1, h2]
        module
```

$VWI_xW^\dagger V^\dagger=\cos a\,I_x-\sin a\,2I_zS_y$. With $R=R(\pi/2)=(1-2is_x)/\sqrt2$,
$$Rs_yR^\dagger=\tfrac12\left(s_y-2i[s_x,s_y]+4s_xs_ys_x\right)=\tfrac12(s_y+2s_z-s_y)=s_z.$$
Likewise $Rs_zR^\dagger=-s_y$, while $s_x$ is unchanged. Thus $I_yS_z\to-I_zS_y$ (`h2`). The code's `M` is $\sqrt2R$.

```lean
/-- A 180° pulse on both spins between two equal delays removes both offsets and keeps
the coupling. -/
theorem shift_refocusing (ωI ωS J τ : ℝ) :
    free ωI ωS J τ * pulse π * free ωI ωS J τ = pulse π * coupling (2 * π * J * τ) := by
  obtain ⟨-, hPP, hc⟩ := pulse_pi
  obtain ⟨-, -, -, -, hxx, -, hxzx⟩ := spin_products
  have c1 : pulse π * onI sz * pulse π = -onI sz := by
    rw [onI, hc, hxzx, mul_one, hxx, smul_kronecker, kronecker_smul]
    module
  have c2 : pulse π * onS sz * pulse π = -onS sz := by
    rw [onS, hc, hxzx, mul_one, hxx, smul_kronecker, kronecker_smul]
    module
  have c3 : pulse π * (onI sz * onS sz) * pulse π = onI sz * onS sz := by
    simp only [onI, onS, ← mul_kronecker_mul, mul_one, one_mul]
    rw [hc, hxzx, smul_kronecker, kronecker_smul]
    module
  have h12 : Commute (onI sz) (onS sz) := by
    change onI sz * onS sz = onS sz * onI sz
    simp only [onI, onS, ← mul_kronecker_mul, mul_one, one_mul]
  have d1 : Commute (onI sz * onS sz) (onI sz) := (Commute.refl _).mul_left h12.symm
  have d2 : Commute (onI sz * onS sz) (onS sz) := h12.mul_left (Commute.refl _)
  obtain ⟨X, hX⟩ : ∃ X : TwoSpin, X = (-I * (τ : ℂ)) • ((ωI : ℂ) • onI sz
    + (ωS : ℂ) • onS sz + (2 * (π : ℂ) * (J : ℂ)) • (onI sz * onS sz)) := ⟨_, rfl⟩
  obtain ⟨Y, hY⟩ : ∃ Y : TwoSpin,
    Y = (-2 * I * ((2 * π * J * τ : ℝ) : ℂ)) • (onI sz * onS sz) := ⟨_, rfl⟩
  have hYX : Commute Y X := by
    rw [hX, hY]
    exact ((((d1.smul_right _).add_right (d2.smul_right _)).add_right
      ((Commute.refl _).smul_right _)).smul_right _).smul_left _
  -- the pulse reverses the offsets in the generator
  have hflip : pulse π * X * pulse π = Y - X := by
    rw [hX, hY]
    simp only [mul_add, add_mul, mul_smul_comm, smul_mul_assoc, c1, c2, c3]
    push_cast
    module
  have hexp : NormedSpace.exp (pulse π * X * pulse π) =
      pulse π * NormedSpace.exp X * pulse π :=
    Matrix.exp_units_conj (⟨pulse π, pulse π, hPP, hPP⟩ : TwoSpinˣ) X
  have hsum : NormedSpace.exp (Y - X) * NormedSpace.exp X = NormedSpace.exp Y := by
    rw [← Matrix.exp_add_of_commute _ _ (hYX.sub_left (Commute.refl X)), sub_add_cancel]
  rw [free, coupling, ← hX, ← hY, ← hsum, ← hflip, hexp]
  simp only [← mul_assoc, hPP, one_mul]
```

$e^X\Pi e^X=\Pi W$ with $a=2\pi J\tau$. Let $Y=-2iaI_zS_z$. Since $\Pi$ reverses $I_z$ and $S_z$ but keeps $I_zS_z$, $\Pi X\Pi=Y-X$ (`hflip`). All these terms commute, so
$$e^X\Pi e^X=\Pi(\Pi e^X\Pi)e^X=\Pi e^{Y-X}e^X=\Pi e^Y.$$

```lean
/-- For any offsets, the INEPT block turns `Ix` into
`cos(2πJτ) Ix - sin(2πJτ) 2IzSy`. -/
theorem inept_sequence (ωI ωS J τ : ℝ) :
    inept ωI ωS J τ * onI sx * (inept ωI ωS J τ)ᴴ =
    (Real.cos (2 * π * J * τ) : ℂ) • onI sx
      - (Real.sin (2 * π * J * τ) : ℂ) • ((2 : ℂ) • (onI sz * onS sy)) := by
  obtain ⟨hPH, -, hc⟩ := pulse_pi
  obtain ⟨-, -, -, -, hxx, hxyx, hxzx⟩ := spin_products
  have c1 : pulse π * onI sx * pulse π = onI sx := by
    rw [onI, hc, mul_one, hxx, smul_mul_assoc, one_mul, smul_kronecker, kronecker_smul]
    module
  have c2 : pulse π * (onI sy * onS sz) * pulse π = onI sy * onS sz := by
    simp only [onI, onS, ← mul_kronecker_mul, mul_one, one_mul]
    rw [hc, hxyx, hxzx, smul_kronecker, kronecker_smul]
    module
  -- the 180° pulse leaves the evolved magnetisation unchanged
  have h : pulse π * (coupling (2 * π * J * τ) * onI sx * (coupling (2 * π * J * τ))ᴴ)
      * pulse π = coupling (2 * π * J * τ) * onI sx * (coupling (2 * π * J * τ))ᴴ := by
    rw [coupling_evolution]
    simp only [mul_add, add_mul, mul_smul_comm, smul_mul_assoc, c1, c2]
  rw [← inept_transfer, inept, shift_refocusing, conjTranspose_mul, conjTranspose_mul, hPH]
  calc _ = pulse (π/2) * (pulse π * (coupling (2 * π * J * τ) * onI sx *
        (coupling (2 * π * J * τ))ᴴ) * pulse π) * (pulse (π/2))ᴴ := by
        simp only [mul_assoc]
    _ = _ := by
        rw [h]
        simp only [mul_assoc]
```

The block is therefore $V\Pi W$. $\Pi$ preserves $I_x$, and also $I_yS_z$, where two signs cancel. The transfer formula holds with $a=2\pi J\tau$ for all offsets.

```lean
/-- The INEPT block turns `Ix` entirely into `-2IzSy` exactly when `sin(2πJτ) = 1`. -/
theorem inept_complete_iff (ωI ωS J τ : ℝ) :
    inept ωI ωS J τ * onI sx * (inept ωI ωS J τ)ᴴ = -((2 : ℂ) • (onI sz * onS sy)) ↔
    Real.sin (2 * π * J * τ) = 1 := by
  rw [inept_sequence]
  constructor
  · intro h
    generalize Real.sin (2 * π * J * τ) = s at h ⊢
    generalize Real.cos (2 * π * J * τ) = c at h
    simp only [onI, onS, ← mul_kronecker_mul, mul_one, one_mul] at h
    -- compare one matrix element of the antiphase operator
    have h2 := congrArg Complex.im (congrFun (congrFun h (0, 0)) (0, 1))
    norm_num [sx, sy, sz, Matrix.sub_apply, Matrix.neg_apply, Matrix.smul_apply,
      Matrix.kroneckerMap_apply] at h2
    linarith
  · intro hs
    have hc : Real.cos (2 * π * J * τ) = 0 := by
      have h := Real.sin_sq_add_cos_sq (2 * π * J * τ)
      rw [hs] at h
      exact (pow_eq_zero_iff two_ne_zero).1 (by linarith)
    rw [hs, hc, Complex.ofReal_zero, Complex.ofReal_one, zero_smul, one_smul, zero_sub]
```

The result is exactly $-2I_zS_y$ if and only if $\sin(2\pi J\tau)=1$. Forwards, the entry at `(0, 0)`, `(0, 1)` gives $\tfrac i2\sin a=\tfrac i2$; backwards, $\sin a=1$ forces $\cos a=0$. If $\sin a=-1$ instead, the transfer is just as complete, but the result is $+2I_zS_y$.

```lean
/-- For nonzero `J`, the delay `τ = 1/(4J)` turns `Ix` entirely into `-2IzSy`. -/
theorem inept_quarter (ωI ωS J : ℝ) (hJ : J ≠ 0) :
    inept ωI ωS J (1 / (4 * J)) * onI sx * (inept ωI ωS J (1 / (4 * J)))ᴴ =
    -((2 : ℂ) • (onI sz * onS sy)) := by
  rw [inept_complete_iff, show 2 * π * J * (1 / (4 * J)) = (J * J⁻¹) * (π/2) by ring,
    mul_inv_cancel₀ hJ, one_mul, Real.sin_pi_div_two]

end

end IneptTransfer
```

At $\tau=1/(4J)$ the angle is $\pi/2$, so transfer is complete. The theorem also admits $J<0$, but this $\tau$ is then negative and not a physical delay; the delay $1/(4|J|)$ gives $+2I_zS_y$ in that case.

For $J=100$ Hz, the transfer to $-2I_zS_y$ is first complete at $\tau=2.5$ ms, and again every 10 ms after that. At $1.25$ ms, $a=\pi/4$ and the result is $0.707\,I_x-0.707\,(2I_zS_y)$.

```lean
#print axioms IneptTransfer.inept_transfer
#print axioms IneptTransfer.inept_quarter
```

```
'IneptTransfer.inept_transfer' depends on axioms: [propext, Classical.choice, Quot.sound]
'IneptTransfer.inept_quarter' depends on axioms: [propext, Classical.choice, Quot.sound]
```
